# A radial momentum-density difference that changes sign once, from positive to negative, and carries no net electron number has negative moments for every power of p above the second

The theorem `high_moment_neg` concerns a density difference D(p), continuous on a finite momentum range [0, P] and not identically zero there, which is nonnegative up to an interior momentum p₀ and nonpositive from p₀ on. If D carries no net electron number, so that ∫ p² D(p) dp = 0 over the range, then ∫ pᵏ D(p) dp < 0 for every natural number k > 2, where the power k includes the factor p² of the radial volume element. The proof weights D by p₀ᵏp² − p₀²pᵏ, which is positive between 0 and p₀ and negative above p₀, so the weighted integral is positive. The p² term integrates to zero, which leaves −p₀² times the k-th moment positive, and hence the moment negative.

This version doesn't compile in Lean 4 with Mathlib:

```lean
import Mathlib

open MeasureTheory Set

namespace HighMomentNeg

noncomputable section

/-- The density difference `D` does not vanish identically on `[0, P]`, is nonnegative up to
an interior momentum `p₀`, and is nonpositive from there on. -/
structure SingleCrossing (D : ℝ → ℝ) (p₀ P : ℝ) : Prop where
  pos : 0 < p₀
  lt : p₀ < P
  nonzero : ∃ p ∈ Icc 0 P, D p ≠ 0
  low : ∀ p ∈ Icc 0 p₀, 0 ≤ D p
  high : ∀ p ∈ Icc p₀ P, D p ≤ 0

/-- A continuous density difference with a single crossing at `p₀` has a positive integral
against any continuous weight that is positive between `0` and `p₀` and negative above `p₀`. -/
theorem weighted_integral_pos {D w : ℝ → ℝ} {p₀ P : ℝ}
    (hD : ContinuousOn D (Icc 0 P)) (hc : SingleCrossing D p₀ P)
    (hw : ContinuousOn w (Icc 0 P))
    (hlow : ∀ p, 0 < p → p < p₀ → 0 < w p) (hhigh : ∀ p, p₀ < p → p ≤ P → w p < 0) :
    0 < ∫ p in (0 : ℝ)..P, w p * D p := by
  have hP : 0 < P := hc.pos.trans hc.lt
  have hzero : D p₀ = 0 :=
    le_antisymm (hc.high p₀ ⟨le_rfl, hc.lt.le⟩) (hc.low p₀ ⟨hc.pos.le, le_rfl⟩)
  -- by continuity `D` cannot be nonzero at the origin alone
  have hex : ∃ c ∈ Ioc 0 P, D c ≠ 0 := by
    by_contra hcon
    have hall : ∀ x ∈ Ioc 0 P, D x = 0 := fun x hx => by
      by_contra hx0
      exact hcon ⟨x, hx, hx0⟩
    obtain ⟨c, hcI, hc0⟩ := hc.nonzero
    have h1 : 0 < ∫ p in (0 : ℝ)..P, D p ^ 2 :=
      intervalIntegral.integral_pos hP (hD.pow 2) (fun x _ => sq_nonneg (D x))
        ⟨c, hcI, by positivity⟩
    have h2 : ∫ p in (0 : ℝ)..P, D p ^ 2 = 0 := by
      apply intervalIntegral.integral_zero_ae
      refine Filter.Eventually.of_forall fun x hx => ?_
      rw [uIoc_of_le hP.le] at hx
      simp [hall x hx]
    linarith
  -- the weight and `D` change sign together
  have hnn : ∀ x ∈ Ioc 0 P, 0 ≤ w x * D x := by
    intro x hx
    rcases lt_trichotomy x p₀ with h | h | h
    · exact mul_nonneg (hlow x hx.1 h).le (hc.low x ⟨hx.1.le, h.le⟩)
    · rw [h, hzero, mul_zero]
    · exact mul_nonneg_of_nonpos_of_nonpos (hhigh x h hx.2).le (hc.high x ⟨h.le, hx.2⟩)
  obtain ⟨c, hcI, hc0⟩ := hex
  have hwc : w c ≠ 0 := by
    rcases lt_trichotomy c p₀ with h | h | h
    · exact (hlow c hcI.1 h).ne'
    · exact absurd (h ▸ hzero) hc0
    · exact (hhigh c h hcI.2).ne
  exact intervalIntegral.integral_pos hP (hw.mul hD) hnn
    ⟨c, ⟨hcI.1.le, hcI.2⟩, lt_of_le_of_ne (hnn c hcI) (mul_ne_zero hwc hc0).symm⟩

/-- For a continuous `D`, the integral against `a pᵏ - b p²` is the same combination of the
two radial moments. -/
theorem integral_reweighted {D : ℝ → ℝ} {P : ℝ} (hP : 0 ≤ P)
    (hD : ContinuousOn D (Icc 0 P)) (k : ℕ) (a b : ℝ) :
    ∫ p in (0 : ℝ)..P, (a * p ^ k - b * p ^ 2) * D p =
      a * (∫ p in (0 : ℝ)..P, p ^ k * D p) - b * (∫ p in (0 : ℝ)..P, p ^ 2 * D p) := by
  have h : ∀ n : ℕ, IntervalIntegrable (fun p => p ^ n * D p) volume 0 P := fun n =>
    ((continuous_pow n).continuousOn.mul hD).intervalIntegrable_of_Icc hP
  rw [← intervalIntegral.integral_const_mul, ← intervalIntegral.integral_const_mul,
    ← intervalIntegral.integral_sub ((h k).const_mul a) ((h 2).const_mul b)]
  refine intervalIntegral.integral_congr fun p _ => ?_
  ring

/-- If a continuous density difference has a single crossing and carries no net electron
number, every radial moment with a power of `p` above the second is negative. -/
theorem high_moment_neg {D : ℝ → ℝ} {p₀ P : ℝ} (hD : ContinuousOn D (Icc 0 P))
    (hc : SingleCrossing D p₀ P) (hN : ∫ p in (0 : ℝ)..P, p ^ 2 * D p = 0)
    {k : ℕ} (hk : 2 < k) : ∫ p in (0 : ℝ)..P, p ^ k * D p < 0 := by
  have h0 := hc.pos
  obtain ⟨m, rfl⟩ : ∃ m, k = m + 3 := ⟨k - 3, by omega⟩
  have key := weighted_integral_pos
    (w := fun p => (-p₀ ^ 2) * p ^ (m + 3) - (-p₀ ^ (m + 3)) * p ^ 2) hD hc
    (by fun_prop)
    (fun p hp h => by
      have h1 := pow_lt_pow_left₀ h hp.le (Nat.succ_ne_zero m)
      have h2 := mul_pos (mul_pos (pow_pos h0 2) (pow_pos hp 2)) (sub_pos.2 h1)
      linear_combination h2)
    (fun p h _ => by
      have h1 := pow_lt_pow_left₀ h h0.le (Nat.succ_ne_zero m)
      have h2 := mul_pos (mul_pos (pow_pos h0 2) (pow_pos (h0.trans h) 2)) (sub_pos.2 h1)
      linear_combination h2)
  rw [integral_reweighted (h0.trans hc.lt).le hD, hN, mul_zero, sub_zero, neg_mul] at key
  have h3 : 0 < -(∫ p in (0 : ℝ)..P, p ^ (m + 3) * D p) :=
    (mul_pos_iff_of_pos_left (pow_pos h0 2)).mp (by linarith)
  linarith

end

end HighMomentNeg
```

Messages:

```
Main.lean:86:6: error: ring failed, ring expressions not equal up to an additive constant
D : ℝ → ℝ
p₀ P : ℝ
hD : ContinuousOn D (Icc 0 P)
hc : SingleCrossing D p₀ P
hN : ∫ (p : ℝ) in 0..P, p ^ 2 * D p = 0
h0 : 0 < p₀
m : ℕ
hk : 2 < m + 3
p : ℝ
hp : 0 < p
h : p < p₀
h1 : p ^ m.succ < p₀ ^ m.succ
h2 : 0 < p₀ ^ 2 * p ^ 2 * (p₀ ^ m.succ - p ^ m.succ)
⊢ p₀ ^ 2 * p₀ ^ m.succ * p ^ 2 - p₀ ^ 2 * p ^ 2 * p ^ m.succ + p₀ ^ 2 * p ^ 3 * p ^ m - p₀ ^ 3 * p₀ ^ m * p ^ 2 ≤ 0
Main.lean:90:6: error: ring failed, ring expressions not equal up to an additive constant
D : ℝ → ℝ
p₀ P : ℝ
hD : ContinuousOn D (Icc 0 P)
hc : SingleCrossing D p₀ P
hN : ∫ (p : ℝ) in 0..P, p ^ 2 * D p = 0
h0 : 0 < p₀
m : ℕ
hk : 2 < m + 3
p : ℝ
h : p₀ < p
x✝ : p ≤ P
h1 : p₀ ^ m.succ < p ^ m.succ
h2 : 0 < p₀ ^ 2 * p ^ 2 * (p ^ m.succ - p₀ ^ m.succ)
⊢ -(p₀ ^ 2 * p₀ ^ m.succ * p ^ 2) + p₀ ^ 2 * p ^ 2 * p ^ m.succ - p₀ ^ 2 * p ^ 3 * p ^ m + p₀ ^ 3 * p₀ ^ m * p ^ 2 ≤ 0
```

The repair, with which the file compiles:

```diff
@@ -82,9 +82,11 @@
     (by fun_prop)
     (fun p hp h => by
-      have h1 := pow_lt_pow_left₀ h hp.le (Nat.succ_ne_zero m)
+      have h1 : p ^ (m + 1) < p₀ ^ (m + 1) :=
+        pow_lt_pow_left₀ h hp.le (Nat.succ_ne_zero m)
       have h2 := mul_pos (mul_pos (pow_pos h0 2) (pow_pos hp 2)) (sub_pos.2 h1)
       linear_combination h2)
     (fun p h _ => by
-      have h1 := pow_lt_pow_left₀ h h0.le (Nat.succ_ne_zero m)
+      have h1 : p₀ ^ (m + 1) < p ^ (m + 1) :=
+        pow_lt_pow_left₀ h h0.le (Nat.succ_ne_zero m)
       have h2 := mul_pos (mul_pos (pow_pos h0 2) (pow_pos (h0.trans h) 2)) (sub_pos.2 h1)
       linear_combination h2)
```

What went wrong. Both errors come from the proofs of the weight's sign, below p₀ and above it, and have the same cause. The proof of `h1` passes `Nat.succ_ne_zero m`, whose type speaks of `m.succ`, and since `h1` has no stated type, Lean gives it the exponent `m.succ`. `h2` inherits that exponent, while the weight has `m + 3`.

`linear_combination h2` leaves `ring` to check that the two sides match. `ring` splits `p₀ ^ (m + 3)` into `p₀ ^ 3 * p₀ ^ m`, but leaves `p₀ ^ m.succ` whole, and does the same with the powers of `p`. The terms in the messages would cancel if `m.succ` were read as `m + 1`, so the inequality is right and only the form of the exponent is in the way.

The repair states the type of `h1` in each case with `m + 1`. Lean accepts the old proof term because `m.succ` and `m + 1` are equal by definition. `h2` then contains `m + 1`, which `ring` can split, and the terms cancel.
